# Conserved quantities and two-electron ground-state energy of the Hubbard dimer

This text works in an explicit matrix representation of the fermion operators for electrons on two sites, and the ordering of the modes chosen for it fixes the signs of the basis states and of the matrix elements. The four modes are numbered $k = 0,1,2,3$ for $1{\uparrow}, 1{\downarrow}, 2{\uparrow}, 2{\downarrow}$ (site, then spin). A basis state is an occupation string $|x_0x_1x_2x_3\rangle$ with $x_k \in \{0,1\}$, a state $\psi$ is a complex function on the 16 strings, and an operator is a $16\times16$ matrix. All particle numbers from 0 to 4 are present, and the two-electron sector is selected later by a hypothesis on $\psi$.

```lean
import Mathlib

open Matrix
open scoped Kronecker

namespace HubbardDimerFock

noncomputable section

set_option maxHeartbeats 400000

/-- Occupation strings of the modes 1↑, 1↓, 2↑, 2↓. -/
abbrev Cfg := Fin 2 × Fin 2 × Fin 2 × Fin 2

/-- Operators on the 16-dimensional Fock space. -/
abbrev Op := Matrix Cfg Cfg ℂ

/-- Operators on one mode. -/
abbrev M2 := Matrix (Fin 2) (Fin 2) ℂ
```

## Operators

On one mode, with index 0 for empty and 1 for occupied, three matrices are needed: the lowering operator $\ell = |0\rangle\langle1|$, the parity $Z = \mathrm{diag}(1,-1)$ and the projector $P = |1\rangle\langle1|$.

```lean
/-- One-mode lowering operator. -/
def lower : M2 := !![0, 1; 0, 0]

/-- One-mode parity. -/
def Z : M2 := !![1, 0; 0, -1]

/-- One-mode projector on the occupied state. -/
def occ : M2 := !![0, 0; 0, 1]
```

The Jordan-Wigner annihilator $c_k$ carries $Z$ on every mode before $k$, $\ell$ on mode $k$ and the identity after it. It empties mode $k$ with the sign $(-1)^{x_0+\dots+x_{k-1}}$, so a string equals its creation operators applied to the vacuum in increasing order, as in $|1001\rangle = c_0^\dagger c_3^\dagger|0000\rangle$.

```lean
/-- Tensor product of four one-mode operators. -/
def K (A B C D : M2) : Op := A ⊗ₖ (B ⊗ₖ (C ⊗ₖ D))

/-- Jordan-Wigner annihilation operators of the modes 1↑, 1↓, 2↑, 2↓. -/
def c : Fin 4 → Op := ![K lower 1 1 1, K Z lower 1 1, K Z Z lower 1, K Z Z Z lower]
```

With $n_k = c_k^\dagger c_k$, the particle number is $N = \sum_k n_k$ and the spin projection, in units of $\hbar$, is $S_z = \tfrac12(n_0 - n_1 + n_2 - n_3)$.

```lean
/-- Number operator of one mode. -/
def n (k : Fin 4) : Op := (c k)ᴴ * c k

/-- Total particle number. -/
def N : Op := n 0 + n 1 + n 2 + n 3

/-- Total spin projection. -/
def Sz : Op := (1 / 2 : ℂ) • (n 0 - n 1 + n 2 - n 3)
```

For a real hopping amplitude $t$ and a real on-site interaction $U$,
$$H = -tT + UD,\qquad T = c_0^\dagger c_2 + c_2^\dagger c_0 + c_1^\dagger c_3 + c_3^\dagger c_1,\qquad D = n_0n_1 + n_2n_3,$$
where $T$ is `hop` and $D$ is `dbl`. There is no site energy and no chemical potential, and no sign is imposed on $t$ or $U$, so the usual case $t>0$, $U\ge0$ is included.

```lean
/-- Spin-conserving hopping between the two sites. -/
def hop : Op := (c 0)ᴴ * c 2 + (c 2)ᴴ * c 0 + (c 1)ᴴ * c 3 + (c 3)ᴴ * c 1

/-- Number of doubly occupied sites. -/
def dbl : Op := n 0 * n 1 + n 2 * n 3

/-- Hubbard dimer Hamiltonian. -/
def H (t U : ℝ) : Op := (-(t : ℂ)) • hop + (U : ℂ) • dbl
```

The candidate energy is $E_0 = U/2 - R$ with $R = \sqrt{U^2/4+4t^2}$. The candidate state belongs to the family
$$\phi(p,q) = p\,(|1100\rangle+|0011\rangle) + q\,(|1001\rangle - |0110\rangle)$$
with real $p, q$, and has the normalised amplitudes $p = -E_0/\nu$, $q = 2t/\nu$, where $\nu = \sqrt{2E_0^2+8t^2}$.

```lean
/-- The energy U/2 - sqrt(U²/4 + 4t²). -/
def E0 (t U : ℝ) : ℝ := U / 2 - Real.sqrt (U ^ 2 / 4 + 4 * t ^ 2)

/-- Occupation-number basis vector. -/
def ket (x : Cfg) : Cfg → ℂ := Pi.single x 1

/-- The vector p(|1100⟩ + |0011⟩) + q(|1001⟩ - |0110⟩). -/
def pairState (p q : ℝ) : Cfg → ℂ :=
  (p : ℂ) • (ket (1, 1, 0, 0) + ket (0, 0, 1, 1)) + (q : ℂ) • (ket (1, 0, 0, 1) - ket (0, 1, 1, 0))

/-- The pair state with amplitudes -E0 and 2t, both divided by sqrt(2 E0² + 8t²). -/
def groundState (t U : ℝ) : Cfg → ℂ :=
  pairState (-E0 t U / Real.sqrt (2 * E0 t U ^ 2 + 8 * t ^ 2))
    (2 * t / Real.sqrt (2 * E0 t U ^ 2 + 8 * t ^ 2))
```

## Anticommutation relations

Products and adjoints of tensor products are taken factor by factor.

```lean
/-- Tensor products multiply mode by mode. -/
theorem K_mul (A B C D A' B' C' D' : M2) :
    K A B C D * K A' B' C' D' = K (A * A') (B * B') (C * C') (D * D') := by
  simp only [K, mul_kronecker_mul]

/-- The adjoint of a tensor product is taken mode by mode. -/
theorem K_star (A B C D : M2) : (K A B C D)ᴴ = K Aᴴ Bᴴ Cᴴ Dᴴ := by
  simp only [K, conjTranspose_kronecker]
```

The required one-mode rules are $Z^\dagger = Z$, $Z^2 = 1$, $Z\ell = \ell = -\ell Z$, $\ell^\dagger Z = \ell^\dagger = -Z\ell^\dagger$, $\ell^2 = 0$, $\ell^\dagger\ell = P$ and $\ell\ell^\dagger = 1-P$, each checked entry by entry.

```lean
/-- Multiplication rules of the one-mode operators. -/
theorem mode_algebra : Zᴴ = Z ∧ Z * Z = 1 ∧ Z * lower = lower ∧ lower * Z = -lower ∧
    Z * lowerᴴ = -lowerᴴ ∧ lowerᴴ * Z = lowerᴴ ∧ lower * lower = 0 ∧
    lowerᴴ * lower = occ ∧ lower * lowerᴴ = 1 - occ := by
  refine ⟨?_, ?_, ?_, ?_, ?_, ?_, ?_, ?_, ?_⟩ <;> ext i j <;> fin_cases i <;> fin_cases j <;>
    simp [lower, Z, occ, Matrix.mul_apply, Fin.sum_univ_two]
```

For $i<j$ the products $c_ic_j$ and $c_jc_i$ differ only on mode $i$, where one has $\ell Z = -\ell$ and the other $Z\ell = \ell$, so they cancel. The mixed products with $i \neq j$ cancel in the same way. For $i=j$ the parities square to 1, $\ell^2 = 0$ gives $c_i^2=0$, and $(1-P)+P = 1$ gives the identity:
$$c_ic_j^\dagger + c_j^\dagger c_i = \delta_{ij},\qquad c_ic_j + c_jc_i = 0.$$
The proof runs through the 16 pairs $(i,j)$ for each relation, rewrites with the three preceding lemmas, and closes the remaining sums of tensor products on a general matrix element `hK` with `ring`.

```lean
/-- The Jordan-Wigner operators obey the canonical anticommutation relations. -/
theorem car (i j : Fin 4) :
    c i * (c j)ᴴ + (c j)ᴴ * c i = (if i = j then (1 : Op) else 0) ∧
      c i * c j + c j * c i = 0 := by
  have h1 : (1 : Op) = K 1 1 1 1 := by simp [K]
  have hK : ∀ A B C D x y, K A B C D x y =
      A x.1 y.1 * (B x.2.1 y.2.1 * (C x.2.2.1 y.2.2.1 * D x.2.2.2 y.2.2.2)) :=
    fun _ _ _ _ _ _ => rfl
  rw [h1]
  constructor <;> fin_cases i <;> fin_cases j <;> simp [c, K_mul, K_star, mode_algebra] <;>
    refine Matrix.ext (fun x y => ?_) <;>
    simp only [hK, Matrix.add_apply, Matrix.sub_apply, Matrix.neg_apply, Matrix.zero_apply] <;>
    ring
```

## Conservation of $N$ and $S_z$

The adjoint of the second relation makes creation operators anticommute (`h2`). Then
$$c_k^\dagger c_k c_i^\dagger c_j = \delta_{ki}c_k^\dagger c_j - c_k^\dagger c_i^\dagger c_k c_j = \delta_{ki}c_k^\dagger c_j - c_i^\dagger c_k^\dagger c_j c_k = \delta_{ki}c_k^\dagger c_j - \delta_{kj}c_i^\dagger c_k + c_i^\dagger c_j n_k,$$
where the middle step contains two sign changes, so $[n_k, c_i^\dagger c_j] = (\delta_{ki}-\delta_{kj})\,c_i^\dagger c_j$. The identity `alg` performs these four reorderings on abstract matrices as one noncommutative linear combination, and `split_ifs` treats the Kronecker deltas.

```lean
/-- Commutator of a number operator with a hopping term:
[n_k, c_i† c_j] = (δ_ki - δ_kj) c_i† c_j. -/
theorem number_hop (k i j : Fin 4) : n k * ((c i)ᴴ * c j) = (c i)ᴴ * c j * n k +
    ((if k = i then 1 else 0) - (if k = j then 1 else 0) : ℂ) • ((c i)ᴴ * c j) := by
  have alg : ∀ a a' b' e d₁ d₂ : Op, a * b' + b' * a = d₁ → a' * b' + b' * a' = 0 →
      a * e + e * a = 0 → e * a' + a' * e = d₂ →
      a' * a * (b' * e) = b' * e * (a' * a) + (a' * d₁ * e - b' * d₂ * a) := by
    intro a a' b' e d₁ d₂ h1 h2 h3 h4
    linear_combination (norm := noncomm_ring)
      a' * h1 * e - h2 * (a * e) + b' * a' * h3 - b' * h4 * a
  -- creation operators anticommute, by taking the adjoint
  have h2 := congrArg conjTranspose (car i k).2
  simp only [conjTranspose_add, conjTranspose_mul, conjTranspose_zero] at h2
  have h4 := (car j k).1
  simp only [@eq_comm _ j k] at h4
  rw [n, alg _ _ _ _ _ _ (car k i).1 h2 (car k j).2 h4]
  clear h2 h4
  split_ifs <;> subst_vars <;> simp
```

Setting $j=i$ shows that the $n_k$ commute with one another (`hn`), hence with $D$ (`hW`). Summing over $k$ gives $[N, c_i^\dagger c_j] = (1-1)\,c_i^\dagger c_j = 0$. With $s_k = \pm\tfrac12$ the spin of mode $k$, $[S_z, c_i^\dagger c_j] = (s_i - s_j)\,c_i^\dagger c_j$, which vanishes for the pairs $(0,2)$ and $(1,3)$ that occur in $T$. `H_commutes` states $HN = NH$ and $HS_z = S_zH$ on the whole Fock space for all real $t$ and $U$; `module` collects the cancelling terms.

```lean
/-- The Hamiltonian commutes with the particle number and with the spin projection. -/
theorem H_commutes (t U : ℝ) : H t U * N = N * H t U ∧ H t U * Sz = Sz * H t U := by
  have hn : ∀ k i, Commute (n k) (n i) := fun k i => by
    have h := number_hop k i i
    rw [sub_self, zero_smul, add_zero] at h
    exact h
  have hW : ∀ k, n k * dbl = dbl * n k := fun k =>
    (((hn k 0).mul_right (hn k 1)).add_right ((hn k 2).mul_right (hn k 3))).eq
  constructor <;>
    simp only [H, N, Sz, hop, mul_add, add_mul, mul_sub, sub_mul, Matrix.mul_smul,
      Matrix.smul_mul, number_hop, hW, Fin.reduceEq, ↓reduceIte] <;> module
```

## The occupation basis

Multiplying out, $c_0^\dagger c_2 = \ell^\dagger\otimes Z\otimes\ell\otimes1$: a hop picks up the parity of the mode lying between its ends. Likewise $n_k$ is $P$ on mode $k$.

```lean
/-- Hopping, double occupancy and number operators as explicit tensor products. -/
theorem tensor_form :
    hop = K lowerᴴ Z lower 1 + K lower Z lowerᴴ 1 + K 1 lowerᴴ Z lower + K 1 lower Z lowerᴴ ∧
    dbl = K occ occ 1 1 + K 1 1 occ occ ∧ n 0 = K occ 1 1 1 ∧ n 1 = K 1 occ 1 1 ∧
    n 2 = K 1 1 occ 1 ∧ n 3 = K 1 1 1 occ := by
  simp [hop, dbl, n, c, K_mul, K_star, mode_algebra]
```

So $N$ multiplies the amplitude of $|ijkl\rangle$ by $i+j+k+l$, and $S_z$ multiplies it by $\tfrac12(i-j+k-l)$.

```lean
/-- N and Sz multiply the amplitude of an occupation string by its particle number and by
half its spin-up minus spin-down count. -/
theorem occupation_basis (ψ : Cfg → ℂ) (i j k l : Fin 2) :
    (N *ᵥ ψ) (i, j, k, l) = (i.val + j.val + k.val + l.val : ℂ) * ψ (i, j, k, l) ∧
    (Sz *ᵥ ψ) (i, j, k, l) = 1 / 2 * (i.val - j.val + k.val - l.val : ℂ) * ψ (i, j, k, l) := by
  constructor <;> fin_cases i <;> fin_cases j <;> fin_cases k <;> fin_cases l <;>
    simp [-mul_eq_mul_right_iff, N, Sz, tensor_form, mulVec, dotProduct, Fintype.sum_prod_type,
      Fin.sum_univ_two, K, occ, one_apply]
```

## The lower bound

If $N\psi = 2\psi$, an amplitude with $i+j+k+l\neq2$ must vanish (`hz`, collected for the ten such strings in `z`). Six amplitudes remain: $d, e, a, b$ on $|1100\rangle, |0011\rangle, |1001\rangle, |0110\rangle$, and $u, v$ on $|1010\rangle, |0101\rangle$. The tensor form gives
$$T|1100\rangle = T|0011\rangle = |1001\rangle-|0110\rangle,\qquad T|1001\rangle = -T|0110\rangle = |1100\rangle+|0011\rangle,$$
and both $T$ and $D$ annihilate the two equal-spin strings. This is the content of `hE`, whose real part is
$$\mathrm{Re}\langle\psi,H\psi\rangle = U(|d|^2+|e|^2) - 2t\,\mathrm{Re}\big[\overline{(d+e)}\,(a-b)\big].$$
The right side is one real quadratic form evaluated on the real parts plus the same form on the imaginary parts, so real $d,e,a,b$ suffice.

Put $\alpha = U-E_0 = R+U/2$ and $\beta = -E_0 = R-U/2$. Since $R\ge|U|/2$, both are nonnegative (`hα`, `hβ`), and $\alpha\beta = R^2-U^2/4 = 4t^2$ (`hq`). With $s = d+e$ and $r = a-b$,
$$U(d^2+e^2) - 2tsr - E_0(d^2+e^2+a^2+b^2) = \tfrac12\big[\alpha s^2+\beta r^2-4tsr\big] + \tfrac12\alpha(d-e)^2 + \tfrac12\beta(a+b)^2.$$
The bracket is nonnegative because $(\alpha s^2+\beta r^2)^2 - (4tsr)^2 = (\alpha s^2-\beta r^2)^2 \ge 0$ and $\alpha s^2+\beta r^2\ge0$; these are `h` and `h'` inside `key`. The amplitudes $u, v$ enter only through the norm and add $\beta(|u|^2+|v|^2)\ge0$. The final `nlinarith` sums `key` on real parts, `key` on imaginary parts, these $\beta$ terms and the normalisation multiplied by $E_0$ (`hr`).

In the statement, `h2` is $N\psi=2\psi$, `hn` is $\langle\psi,\psi\rangle=1$ with `star ψ ⬝ᵥ ψ` the inner product conjugate-linear in its first slot, and the energy is the real part of $\langle\psi,H\psi\rangle$. The vector $\psi$ is arbitrary within the six-dimensional sector, with any mixture of $S_z$ values, and $t=0$ is allowed.

```lean
/-- Every unit vector with two electrons has energy at least U/2 - sqrt(U²/4 + 4t²). -/
theorem energy_lower_bound (t U : ℝ) (ψ : Cfg → ℂ) (h2 : N *ᵥ ψ = (2 : ℂ) • ψ)
    (hn : star ψ ⬝ᵥ ψ = 1) : E0 t U ≤ (star ψ ⬝ᵥ H t U *ᵥ ψ).re := by
  have hs := Real.sq_sqrt (show 0 ≤ U ^ 2 / 4 + 4 * t ^ 2 by positivity)
  have ha := abs_le.1 (Real.abs_le_sqrt
    (show (U / 2) ^ 2 ≤ U ^ 2 / 4 + 4 * t ^ 2 by nlinarith [sq_nonneg t]))
  have hα : 0 ≤ U - E0 t U := by unfold E0; linarith [ha.1]
  have hβ : 0 ≤ -E0 t U := by unfold E0; linarith [ha.2]
  have hq : (U - E0 t U) * -E0 t U = 4 * t ^ 2 := by unfold E0; linear_combination hs
  generalize E0 t U = E at hα hβ hq ⊢
  -- the real quadratic form, by AM-GM
  have key : ∀ d e a b : ℝ, E * (d ^ 2 + e ^ 2 + a ^ 2 + b ^ 2) ≤
      U * (d ^ 2 + e ^ 2) - 2 * t * (d + e) * (a - b) := by
    intro d e a b
    have h : ((U - E) * (d + e) ^ 2 + -E * (a - b) ^ 2) ^ 2 - (4 * t * (d + e) * (a - b)) ^ 2
        = ((U - E) * (d + e) ^ 2 - -E * (a - b) ^ 2) ^ 2 := by
      linear_combination 4 * (d + e) ^ 2 * (a - b) ^ 2 * hq
    have h' := (abs_le_of_sq_le_sq' (sub_nonneg.1 (le_of_le_of_eq (sq_nonneg _) h.symm))
      (add_nonneg (mul_nonneg hα (sq_nonneg _)) (mul_nonneg hβ (sq_nonneg _)))).2
    nlinarith [mul_nonneg hα (sq_nonneg (d - e)), mul_nonneg hβ (sq_nonneg (a + b))]
  -- amplitudes outside the two-electron strings vanish
  have hz : ∀ i j k l : Fin 2, i.val + j.val + k.val + l.val ≠ 2 → ψ (i, j, k, l) = 0 := by
    intro i j k l hx
    by_contra hne
    have h := (occupation_basis ψ i j k l).1
    rw [h2, Pi.smul_apply, smul_eq_mul] at h
    exact hx (by exact_mod_cast (mul_right_cancel₀ hne h).symm)
  have z := And.intro (hz 0 0 0 0 (by decide)) <| And.intro (hz 1 0 0 0 (by decide)) <|
    And.intro (hz 0 1 0 0 (by decide)) <| And.intro (hz 0 0 1 0 (by decide)) <|
    And.intro (hz 0 0 0 1 (by decide)) <| And.intro (hz 0 1 1 1 (by decide)) <|
    And.intro (hz 1 0 1 1 (by decide)) <| And.intro (hz 1 1 0 1 (by decide)) <|
    And.intro (hz 1 1 1 0 (by decide)) (hz 1 1 1 1 (by decide))
  have hE : star ψ ⬝ᵥ H t U *ᵥ ψ =
      star (ψ (1, 1, 0, 0)) * (U * ψ (1, 1, 0, 0) - t * (ψ (1, 0, 0, 1) - ψ (0, 1, 1, 0))) +
      star (ψ (0, 0, 1, 1)) * (U * ψ (0, 0, 1, 1) - t * (ψ (1, 0, 0, 1) - ψ (0, 1, 1, 0))) -
      star (ψ (1, 0, 0, 1)) * (t * (ψ (1, 1, 0, 0) + ψ (0, 0, 1, 1))) +
      star (ψ (0, 1, 1, 0)) * (t * (ψ (1, 1, 0, 0) + ψ (0, 0, 1, 1))) := by
    simp [H, tensor_form, mulVec, dotProduct, Fintype.sum_prod_type, Fin.sum_univ_two, K,
      lower, Z, occ, one_apply, z]
    ring
  have hr := congrArg (fun w : ℂ => E * w.re) hn
  simp only [dotProduct, Fintype.sum_prod_type, Fin.sum_univ_two, Pi.star_apply, z, mul_zero,
    add_zero, zero_add, Complex.add_re, Complex.mul_re, Complex.star_def, Complex.conj_re,
    Complex.conj_im, Complex.one_re] at hr
  rw [hE]
  simp only [Complex.add_re, Complex.sub_re, Complex.mul_re, Complex.add_im, Complex.sub_im,
    Complex.mul_im, Complex.ofReal_re, Complex.ofReal_im, Complex.star_def, Complex.conj_re,
    Complex.conj_im]
  nlinarith [key (ψ (1, 1, 0, 0)).re (ψ (0, 0, 1, 1)).re (ψ (1, 0, 0, 1)).re (ψ (0, 1, 1, 0)).re,
    key (ψ (1, 1, 0, 0)).im (ψ (0, 0, 1, 1)).im (ψ (1, 0, 0, 1)).im (ψ (0, 1, 1, 0)).im,
    mul_nonneg hβ (sq_nonneg (ψ (1, 0, 1, 0)).re), mul_nonneg hβ (sq_nonneg (ψ (1, 0, 1, 0)).im),
    mul_nonneg hβ (sq_nonneg (ψ (0, 1, 0, 1)).re), mul_nonneg hβ (sq_nonneg (ψ (0, 1, 0, 1)).im)]
```

## The state that attains it

From the action of $T$ above, and $D=1$ on the doubly occupied strings, $H\phi(p,q) = \phi(Up-2tq,\,-2tp)$. The eigenvalue equations for $E_0$ are
$$Up-2tq = E_0p,\qquad -2tp = E_0q.$$
For $p=-E_0/\nu$, $q=2t/\nu$ the second holds identically (`h2`) and the first is $E_0^2-UE_0-4t^2=0$ divided by $\nu$ (`h1`, from `hq`). The squared norm is $2p^2+2q^2 = (2E_0^2+8t^2)/\nu^2 = 1$ (`h3`), which uses $t\ne0$ to have $\nu>0$. After casting these three real equations to $\mathbb C$, `hH` compares the 16 components, and `occupation_basis` gives $N=2$ and $S_z=0$, since each of the four strings holds one electron of each spin.

```lean
/-- For t ≠ 0 the vector groundState has two electrons, Sz = 0 and unit norm, is an
eigenvector of H with eigenvalue E0, and has energy E0. -/
theorem ground_state (t U : ℝ) (ht : t ≠ 0) :
    N *ᵥ groundState t U = (2 : ℂ) • groundState t U ∧ Sz *ᵥ groundState t U = 0 ∧
    star (groundState t U) ⬝ᵥ groundState t U = 1 ∧
    H t U *ᵥ groundState t U = (E0 t U : ℂ) • groundState t U ∧
    (star (groundState t U) ⬝ᵥ H t U *ᵥ groundState t U).re = E0 t U := by
  have hs := Real.sq_sqrt (show 0 ≤ U ^ 2 / 4 + 4 * t ^ 2 by positivity)
  have hq : E0 t U ^ 2 - U * E0 t U - 4 * t ^ 2 = 0 := by unfold E0; linear_combination hs
  unfold groundState
  generalize E0 t U = E at hq ⊢
  have hpos : 0 < 2 * E ^ 2 + 8 * t ^ 2 := by positivity
  have hν := Real.sq_sqrt hpos.le
  generalize Real.sqrt (2 * E ^ 2 + 8 * t ^ 2) = ν at hν ⊢
  -- secular equations and normalisation of the two amplitudes
  have h1 : U * (-E / ν) - 2 * t * (2 * t / ν) = E * (-E / ν) := by
    linear_combination (1 / ν) * hq
  have h2 : -2 * t * (-E / ν) = E * (2 * t / ν) := by ring
  have h3 : 2 * (-E / ν) ^ 2 + 2 * (2 * t / ν) ^ 2 = 1 := by
    have h : 2 * (-E / ν) ^ 2 + 2 * (2 * t / ν) ^ 2 = (2 * E ^ 2 + 8 * t ^ 2) / ν ^ 2 := by ring
    rw [h, hν, div_self hpos.ne']
  generalize -E / ν = p at h1 h2 h3 ⊢
  generalize 2 * t / ν = q at h1 h2 h3 ⊢
  have c1 : (U : ℂ) * p - 2 * t * q = E * p := by exact_mod_cast h1
  have c2 : (-2 : ℂ) * t * p = E * q := by exact_mod_cast h2
  have c3 : (2 : ℂ) * p ^ 2 + 2 * q ^ 2 = 1 := by exact_mod_cast h3
  have hn : star (pairState p q) ⬝ᵥ pairState p q = 1 := by
    simp [dotProduct, Fintype.sum_prod_type, Fin.sum_univ_two, pairState, ket, Pi.single_apply]
    linear_combination c3
  have hH : H t U *ᵥ pairState p q = (E : ℂ) • pairState p q := by
    funext ⟨i, j, k, l⟩
    fin_cases i <;> fin_cases j <;> fin_cases k <;> fin_cases l <;>
      simp [H, tensor_form, mulVec, dotProduct, Fintype.sum_prod_type, Fin.sum_univ_two, K,
        lower, Z, occ, one_apply, pairState, ket, Pi.single_apply] <;>
      first
        | linear_combination c1 | linear_combination c2
        | linear_combination -c2
  refine ⟨?_, ?_, hn, hH, by rw [hH, dotProduct_smul, hn]; simp⟩ <;> funext ⟨i, j, k, l⟩ <;>
    simp only [occupation_basis] <;>
    fin_cases i <;> fin_cases j <;> fin_cases k <;> fin_cases l <;>
    simp [-mul_eq_mul_right_iff, pairState, ket] <;> ring

end

end HubbardDimerFock
```
```lean
#print axioms HubbardDimerFock.H_commutes
#print axioms HubbardDimerFock.energy_lower_bound
#print axioms HubbardDimerFock.ground_state
```

```
'HubbardDimerFock.H_commutes' depends on axioms: [propext, Classical.choice, Quot.sound]
'HubbardDimerFock.energy_lower_bound' depends on axioms: [propext, Classical.choice, Quot.sound]
'HubbardDimerFock.ground_state' depends on axioms: [propext, Classical.choice, Quot.sound]
```

For $t\neq0$, `energy_lower_bound` and `ground_state` together identify $E_0$ as the minimum energy of the two-electron sector. The theorems do not address uniqueness of the minimiser, the total spin $S^2$, the excited levels or the other sectors. When the dimer is held at half filling (two electrons) and $t\neq0$, this state and its energy enter the zero-temperature Green's function; at another filling the ground state of that sector takes their place.

## Hypotheses and limits

The examples that follow are worked on paper and were not put through Lean.

Without $N\psi=2\psi$ the bound is false. For $t=2$, $U=15$ one has $R = 17/2$ and $E_0=-1$, while the one-electron unit vector $(|1000\rangle+|0010\rangle)/\sqrt2$ has $T=1$, $D=0$ and energy $-2$. With no chemical potential in $H$, the lowest state of the full Fock space need not have two electrons.

Without $t\neq0$ the explicit vector can fail. At $t=0$, $U\ge0$ one has $E_0=0$, both unnormalised amplitudes and $\nu$ vanish, and Lean's convention $0/0=0$ makes `groundState` the zero vector, whose norm is not 1. The value $0$ is still reached, for instance by $|1001\rangle$.

At $U=0$, $t>0$ one finds $E_0=-2t$, $\nu=4t$ and $p=q=\tfrac12$, which is the determinant $\tfrac12(c_0^\dagger+c_2^\dagger)(c_1^\dagger+c_3^\dagger)|0000\rangle$ with both electrons in the bonding orbital. For $U\gg t>0$, $E_0=-4t^2/\alpha\approx-4t^2/U$ and $p/q=\beta/2t\approx2t/U$, so the state approaches $(|1001\rangle-|0110\rangle)/\sqrt2$ with one electron on each site.
